# A McWeeny step preserves exponential decay, measured by weighted row sums, at the same rate: w(3P² − 2P³) ≤ 3w(P)² + 2w(P)³

In linear-scaling electronic structure calculations, the density matrix is kept sparse because its elements become small between distant orbitals. Purification then multiplies this matrix by itself, again and again, and each product couples orbital i to orbital j through every intermediate orbital k. I would expect the elements to spread out, but does the exponential decay rate itself get worse? My guess is that one McWeeny step, P ↦ 3P² − 2P³, costs at most a larger prefactor, and that this prefactor can be bounded without reference to the number of orbitals. I would like to see that stated rigorously, with a proof checked by machine.

## The rate survives each step, with an explicit bound on the prefactor

Your guess is right if the decay is measured by weighted row sums. Let dist(i,j) be the distance between sites i and j, let a ≥ 0 be a decay rate (an inverse length), and define

w(A) = max over i of ∑_j |A_ij| exp(a dist(i,j)).

Every term in a row sum is nonnegative, so a single term is at most w(A). Hence

|A_ij| ≤ w(A) exp(−a dist(i,j)),

and a bound on w is a decay statement with rate a and prefactor w(A).

For a product, the triangle inequality dist(i,j) ≤ dist(i,k) + dist(k,j) and a ≥ 0 give

exp(a dist(i,j)) ≤ exp(a dist(i,k)) exp(a dist(k,j)).

The weight therefore splits over the intermediate site. For each row i,

∑_j |(AB)_ij| exp(a dist(i,j))
≤ ∑_j ∑_k |A_ik| |B_kj| exp(a dist(i,j))
≤ ∑_k |A_ik| exp(a dist(i,k)) ∑_j |B_kj| exp(a dist(k,j))
≤ ∑_k |A_ik| exp(a dist(i,k)) w(B)
≤ w(A) w(B).

Taking the maximum over i gives w(AB) ≤ w(A) w(B). In particular, w(P²) ≤ w(P)² and w(P³) ≤ w(P)³.

For a linear combination, |cA_ij + dB_ij| ≤ |c||A_ij| + |d||B_ij|. Multiplying by the weight, summing over j and taking the maximum over i yields w(cA + dB) ≤ |c| w(A) + |d| w(B). With c = 3 and d = −2,

w(3P² − 2P³) ≤ 3w(P²) + 2w(P³) ≤ 3w(P)² + 2w(P)³.

The map g(x) = 3x² + 2x³ is increasing for x ≥ 0, so the bound can be iterated. After m steps the elements are bounded by gᵐ(w(P)) exp(−a dist(i,j)), where gᵐ means g applied m times.

## Truncation errors and a case of equality

Suppose Q is a truncated version of P, with w(P) ≤ M and w(Q) ≤ M, and write e = w(P − Q). Keeping the order of the factors,

P² − Q² = P(P − Q) + (P − Q)Q,
P³ − Q³ = P(P² − Q²) + (P − Q)Q².

The first line gives w(P² − Q²) ≤ 2Me. The second gives w(P³ − Q³) ≤ M·2Me + eM² = 3M²e. The difference of the two purified matrices therefore has a w of at most

3·2Me + 2·3M²e = 6M(1 + M)e.

The McWeeny bound is attained by P = −c·1 with c ≥ 0, where 1 is the identity matrix. Here w(P) = c, P² = c²·1 and P³ = −c³·1, so the step gives (3c² + 2c³)·1. For c > 0 this is not a physical density matrix. It shows that no smaller function of w(P) works for all real matrices, and leaves room for better bounds when the occupations lie between 0 and 1.

## Two sites with numbers

Take two sites at distance 1, choose a = ln 2 so that the off-diagonal weight is 2, and let P have diagonal elements 1/2 and off-diagonal elements 1/4. Then w(P) = 1/2 + 2·1/4 = 1.

P² has diagonal 5/16 and off-diagonal 1/4; P³ has diagonal 7/32 and off-diagonal 13/64. The purified matrix has diagonal 15/16 − 7/16 = 1/2 and off-diagonal 3/4 − 13/32 = 11/32. Its decay norm is 1/2 + 11/16 = 19/16, while the bound allows 3 + 2 = 5.

## What the Lean statements say

The type `n` is the set of orbitals or sites, finite and nonempty. `PseudoMetricSpace n` supplies the distance and permits distinct indices at distance zero, which suits several orbitals centred on one atom. `Matrix n n ℝ` makes the matrices real.

`weightedRow a A i` is the weighted sum over row i, and `decayNorm a A` is w(A), a genuine maximum over the rows. `mcweeny P` is 3P² − 2P³ with ordinary matrix products, the form appropriate to an orthonormal basis; an overlap matrix does not appear. `growth` is the scalar map g, and `mcweeny^[m]` means m successive steps.

The two central theorems are `decayNorm_mul_le`, which is w(AB) ≤ w(A) w(B), and `decayNorm_mcweeny_le`, the bound for one step. Both assume `0 ≤ a`. Neither symmetry, idempotency nor a trace condition is required of P.

On a finite set every matrix has a finite w at every rate, so the content lies in the constants: they involve w(P) but not the number of sites. For non-periodic or periodic finite models of growing size, a uniform bound on the initial w(P) therefore gives a uniform bound after any fixed number of exact steps. That the initial matrix has such a bound, for instance because of a gap, is an input here. Nor is convergence of purification addressed, and the iterated prefactor can grow very quickly: starting from 1 it becomes 5 and then 325.

```lean
import Mathlib

open Matrix

namespace McWeenyDecayNorm

noncomputable section

variable {n : Type*} [Fintype n] [Nonempty n] [PseudoMetricSpace n]

/-- The absolute row sum of row `i`, each element weighted by `exp (a * distance)`. -/
def weightedRow (a : ℝ) (A : Matrix n n ℝ) (i : n) : ℝ :=
  ∑ j, |A i j| * Real.exp (a * dist i j)

/-- The decay norm at rate `a`: the maximum of the weighted row sums over all rows. -/
def decayNorm (a : ℝ) (A : Matrix n n ℝ) : ℝ :=
  Finset.univ.sup' Finset.univ_nonempty (weightedRow a A)

/-- Every weighted row sum is at most the decay norm. -/
lemma weightedRow_le (a : ℝ) (A : Matrix n n ℝ) (i : n) :
    weightedRow a A i ≤ decayNorm a A :=
  Finset.le_sup' (weightedRow a A) (Finset.mem_univ i)

/-- The decay norm is nonnegative. -/
lemma decayNorm_nonneg (a : ℝ) (A : Matrix n n ℝ) : 0 ≤ decayNorm a A := by
  obtain ⟨i⟩ := ‹Nonempty n›
  refine le_trans ?_ (weightedRow_le a A i)
  exact Finset.sum_nonneg fun j _ => mul_nonneg (abs_nonneg _) (Real.exp_pos _).le

/-- Each matrix element is bounded by the decay norm times `exp (-a * distance)`. -/
theorem abs_entry_le (a : ℝ) (A : Matrix n n ℝ) (i j : n) :
    |A i j| ≤ decayNorm a A * Real.exp (-(a * dist i j)) := by
  have h : |A i j| * Real.exp (a * dist i j) ≤ weightedRow a A i :=
    Finset.single_le_sum (f := fun k => |A i k| * Real.exp (a * dist i k))
      (fun k _ => mul_nonneg (abs_nonneg _) (Real.exp_pos _).le) (Finset.mem_univ j)
  rw [Real.exp_neg, ← div_eq_mul_inv, le_div_iff₀ (Real.exp_pos _)]
  exact h.trans (weightedRow_le a A i)

/-- The decay norm of a linear combination obeys the triangle inequality. -/
theorem decayNorm_combo_le (a c d : ℝ) (A B : Matrix n n ℝ) :
    decayNorm a (c • A + d • B) ≤ |c| * decayNorm a A + |d| * decayNorm a B := by
  refine Finset.sup'_le _ _ fun i _ => ?_
  have hrow : weightedRow a (c • A + d • B) i
      ≤ |c| * weightedRow a A i + |d| * weightedRow a B i := by
    unfold weightedRow
    rw [Finset.mul_sum, Finset.mul_sum, ← Finset.sum_add_distrib]
    refine Finset.sum_le_sum fun j _ => ?_
    simp only [Matrix.add_apply, Matrix.smul_apply, smul_eq_mul]
    have h : |c * A i j + d * B i j| ≤ |c| * |A i j| + |d| * |B i j| := by
      rw [← abs_mul, ← abs_mul]
      exact abs_add_le _ _
    have h' := mul_le_mul_of_nonneg_right h (Real.exp_pos (a * dist i j)).le
    linarith
  have hA := mul_le_mul_of_nonneg_left (weightedRow_le a A i) (abs_nonneg c)
  have hB := mul_le_mul_of_nonneg_left (weightedRow_le a B i) (abs_nonneg d)
  linarith

/-- The decay norm of a matrix product is at most the product of the decay norms,
all taken at the same rate `a ≥ 0`. -/
theorem decayNorm_mul_le {a : ℝ} (ha : 0 ≤ a) (A B : Matrix n n ℝ) :
    decayNorm a (A * B) ≤ decayNorm a A * decayNorm a B := by
  refine Finset.sup'_le _ _ fun i _ => ?_
  calc weightedRow a (A * B) i
      ≤ ∑ j, ∑ k, (|A i k| * Real.exp (a * dist i k)) *
          (|B k j| * Real.exp (a * dist k j)) := by
        unfold weightedRow
        refine Finset.sum_le_sum fun j _ => ?_
        rw [Matrix.mul_apply]
        refine (mul_le_mul_of_nonneg_right (Finset.abs_sum_le_sum_abs _ _)
          (Real.exp_pos _).le).trans ?_
        rw [Finset.sum_mul]
        refine Finset.sum_le_sum fun k _ => ?_
        -- the weight splits over the intermediate site `k`
        have h : Real.exp (a * dist i j)
            ≤ Real.exp (a * dist i k) * Real.exp (a * dist k j) := by
          rw [← Real.exp_add, ← mul_add]
          exact Real.exp_le_exp.mpr (mul_le_mul_of_nonneg_left (dist_triangle i k j) ha)
        rw [abs_mul]
        refine (mul_le_mul_of_nonneg_left h
          (mul_nonneg (abs_nonneg _) (abs_nonneg _))).trans (le_of_eq ?_)
        ring
    _ = ∑ k, (|A i k| * Real.exp (a * dist i k)) * weightedRow a B k := by
        rw [Finset.sum_comm]
        simp only [weightedRow, Finset.mul_sum]
    _ ≤ ∑ k, (|A i k| * Real.exp (a * dist i k)) * decayNorm a B :=
        Finset.sum_le_sum fun k _ => mul_le_mul_of_nonneg_left (weightedRow_le a B k)
          (mul_nonneg (abs_nonneg _) (Real.exp_pos _).le)
    _ = weightedRow a A i * decayNorm a B := by
        rw [← Finset.sum_mul]
        rfl
    _ ≤ decayNorm a A * decayNorm a B :=
        mul_le_mul_of_nonneg_right (weightedRow_le a A i) (decayNorm_nonneg a B)

variable [DecidableEq n]

/-- One McWeeny purification step, `P ↦ 3 P² - 2 P³`. -/
def mcweeny (P : Matrix n n ℝ) : Matrix n n ℝ := (3 : ℝ) • P ^ 2 - (2 : ℝ) • P ^ 3

/-- The scalar map `x ↦ 3 x² + 2 x³`. -/
def growth (x : ℝ) : ℝ := 3 * x ^ 2 + 2 * x ^ 3

/-- One McWeeny step takes a matrix of decay norm `w` to one of decay norm at most
`3 w² + 2 w³`, at the same rate `a`. -/
theorem decayNorm_mcweeny_le {a : ℝ} (ha : 0 ≤ a) (P : Matrix n n ℝ) :
    decayNorm a (mcweeny P) ≤ 3 * decayNorm a P ^ 2 + 2 * decayNorm a P ^ 3 := by
  have h2 : decayNorm a (P ^ 2) ≤ decayNorm a P ^ 2 := by
    simpa only [pow_two] using decayNorm_mul_le ha P P
  have h3 : decayNorm a (P ^ 3) ≤ decayNorm a P ^ 3 := by
    have e : P ^ 3 = P ^ 2 * P := pow_succ P 2
    rw [e]
    have h := mul_le_mul_of_nonneg_right h2 (decayNorm_nonneg a P)
    have h' := decayNorm_mul_le ha (P ^ 2) P
    linarith [pow_succ (decayNorm a P) 2]
  have e : mcweeny P = (3 : ℝ) • P ^ 2 + (-2 : ℝ) • P ^ 3 := by
    unfold mcweeny
    module
  have h := decayNorm_combo_le a 3 (-2) (P ^ 2) (P ^ 3)
  rw [← e, show |(3 : ℝ)| = 3 by norm_num, show |(-2 : ℝ)| = 2 by norm_num] at h
  linarith

/-- After `m` McWeeny steps each matrix element is bounded in absolute value by `exp (-a *
distance)` times the number obtained by applying `x ↦ 3 x² + 2 x³` `m` times to the initial decay
norm. -/
theorem abs_iterate_entry_le {a : ℝ} (ha : 0 ≤ a) (P : Matrix n n ℝ) (m : ℕ) (i j : n) :
    |(mcweeny^[m] P) i j| ≤ growth^[m] (decayNorm a P) * Real.exp (-(a * dist i j)) := by
  have key : decayNorm a (mcweeny^[m] P) ≤ growth^[m] (decayNorm a P) := by
    induction m with
    | zero => exact le_rfl
    | succ m ih =>
      rw [Function.iterate_succ_apply', Function.iterate_succ_apply']
      refine (decayNorm_mcweeny_le ha _).trans ?_
      have h0 := decayNorm_nonneg a (mcweeny^[m] P)
      have h2 := pow_le_pow_left₀ h0 ih 2
      have h3 := pow_le_pow_left₀ h0 ih 3
      unfold growth at *
      linarith
  exact (abs_entry_le a _ i j).trans
    (mul_le_mul_of_nonneg_right key (Real.exp_pos _).le)

/-- If `P` and `Q` have decay norm at most `M`, one McWeeny step amplifies the decay norm
of their difference by at most the factor `6 M (1 + M)`. -/
theorem decayNorm_mcweeny_sub_le {a M : ℝ} (ha : 0 ≤ a) {P Q : Matrix n n ℝ}
    (hP : decayNorm a P ≤ M) (hQ : decayNorm a Q ≤ M) :
    decayNorm a (mcweeny P - mcweeny Q) ≤ 6 * M * (1 + M) * decayNorm a (P - Q) := by
  have hM : 0 ≤ M := (decayNorm_nonneg a P).trans hP
  have he := decayNorm_nonneg a (P - Q)
  have hmul : ∀ (A B : Matrix n n ℝ) (x y : ℝ), 0 ≤ x → decayNorm a A ≤ x →
      decayNorm a B ≤ y → decayNorm a (A * B) ≤ x * y := fun A B x y hx hA hB =>
    (decayNorm_mul_le ha A B).trans (mul_le_mul hA hB (decayNorm_nonneg a B) hx)
  have hadd : ∀ A B : Matrix n n ℝ,
      decayNorm a (A + B) ≤ decayNorm a A + decayNorm a B := fun A B => by
    simpa using decayNorm_combo_le a 1 1 A B
  -- difference of the squares
  have h2 : decayNorm a (P ^ 2 - Q ^ 2) ≤ 2 * M * decayNorm a (P - Q) := by
    have e : P ^ 2 - Q ^ 2 = P * (P - Q) + (P - Q) * Q := by noncomm_ring
    rw [e]
    linarith [hadd (P * (P - Q)) ((P - Q) * Q), hmul P (P - Q) _ _ hM hP le_rfl,
      hmul (P - Q) Q _ _ he le_rfl hQ]
  -- difference of the cubes
  have h3 : decayNorm a (P ^ 3 - Q ^ 3) ≤ 3 * M ^ 2 * decayNorm a (P - Q) := by
    have e : P ^ 3 - Q ^ 3 = P * (P ^ 2 - Q ^ 2) + (P - Q) * (Q * Q) := by noncomm_ring
    rw [e]
    linarith [hadd (P * (P ^ 2 - Q ^ 2)) ((P - Q) * (Q * Q)), hmul P _ _ _ hM hP h2,
      hmul (P - Q) (Q * Q) _ _ he le_rfl (hmul Q Q _ _ hM hQ hQ)]
  have e : mcweeny P - mcweeny Q
      = (3 : ℝ) • (P ^ 2 - Q ^ 2) + (-2 : ℝ) • (P ^ 3 - Q ^ 3) := by
    unfold mcweeny
    module
  have h := decayNorm_combo_le a 3 (-2) (P ^ 2 - Q ^ 2) (P ^ 3 - Q ^ 3)
  rw [← e, show |(3 : ℝ)| = 3 by norm_num, show |(-2 : ℝ)| = 2 by norm_num] at h
  linarith

/-- A multiple `c` of the identity matrix has decay norm `|c|`. -/
theorem decayNorm_smul_one (a c : ℝ) :
    decayNorm a (c • (1 : Matrix n n ℝ)) = |c| := by
  have row : ∀ i : n, weightedRow a (c • (1 : Matrix n n ℝ)) i = |c| := fun i => by
    unfold weightedRow
    rw [Finset.sum_eq_single i]
    · simp
    · intro j _ hj
      simp [Matrix.one_apply_ne (Ne.symm hj)]
    · intro h
      exact absurd (Finset.mem_univ i) h
  refine le_antisymm (Finset.sup'_le _ _ fun i _ => (row i).le) ?_
  obtain ⟨i⟩ := ‹Nonempty n›
  exact (row i).symm.le.trans (weightedRow_le a _ i)

/-- For every `c ≥ 0` the matrix `-c • 1` has decay norm `c`, and its McWeeny step has
decay norm exactly `3 c² + 2 c³`. -/
theorem mcweeny_bound_sharp (a : ℝ) {c : ℝ} (hc : 0 ≤ c) :
    decayNorm a ((-c) • (1 : Matrix n n ℝ)) = c ∧
      decayNorm a (mcweeny ((-c) • (1 : Matrix n n ℝ))) = 3 * c ^ 2 + 2 * c ^ 3 := by
  constructor
  · rw [decayNorm_smul_one, abs_neg, abs_of_nonneg hc]
  · have e : mcweeny ((-c) • (1 : Matrix n n ℝ))
        = (3 * c ^ 2 + 2 * c ^ 3) • (1 : Matrix n n ℝ) := by
      unfold mcweeny
      simp only [smul_pow, one_pow]
      module
    rw [e, decayNorm_smul_one, abs_of_nonneg (by positivity)]

end

end McWeenyDecayNorm
```

```lean
#print axioms McWeenyDecayNorm.decayNorm_mcweeny_le
#print axioms McWeenyDecayNorm.abs_iterate_entry_le
#print axioms McWeenyDecayNorm.decayNorm_mcweeny_sub_le
#print axioms McWeenyDecayNorm.mcweeny_bound_sharp
```

```
'McWeenyDecayNorm.decayNorm_mcweeny_le' depends on axioms: [propext, Classical.choice, Quot.sound]
'McWeenyDecayNorm.abs_iterate_entry_le' depends on axioms: [propext, Classical.choice, Quot.sound]
'McWeenyDecayNorm.decayNorm_mcweeny_sub_le' depends on axioms: [propext, Classical.choice, Quot.sound]
'McWeenyDecayNorm.mcweeny_bound_sharp' depends on axioms: [propext, Classical.choice, Quot.sound]
```

## How the proof follows the calculation

`weightedRow_le` says that a row sum is at most the maximum, and `decayNorm_nonneg` supplies the sign needed when an inequality is multiplied by a decay norm. `abs_entry_le` picks one term out of a row sum with `Finset.single_le_sum` and moves the exponential to the other side.

In `decayNorm_combo_le` and `decayNorm_mul_le`, `Finset.sup'_le` reduces a bound on the maximum to a bound on an arbitrary row i. The `calc` block of the product theorem is the chain of inequalities above: `dist_triangle i k j` splits the weight, `Finset.sum_comm` exchanges the sums over j and k, and the last steps replace first the row sum of B and then that of A by their maxima.

`decayNorm_mcweeny_le` bounds the square and the cube by the product theorem, rewrites the step as a linear combination with coefficients 3 and −2, and applies `decayNorm_combo_le`. `abs_iterate_entry_le` proceeds by induction on m; the monotonicity of g enters through `pow_le_pow_left₀` for the square and the cube.

In `decayNorm_mcweeny_sub_le`, the tactic `noncomm_ring` verifies the two factorisations without letting P and Q commute, and `linarith` collects the estimates. Finally, `decayNorm_smul_one` computes w(c·1) = |c|, since only the diagonal term survives in each row, and `mcweeny_bound_sharp` uses it for the case of equality.

## Measuring decay by the largest weighted element

Another model would take the maximum of |A_ij| exp(a dist(i,j)) over single elements. This is closer to how decay is usually written, but the product estimate changes. The sum over k is no longer absorbed by the norm, so at the same rate a the argument gives an extra factor equal to the number of sites. Accepting a smaller rate b < a replaces that factor by the maximum over i of ∑_k exp(−(a − b) dist(i,k)), which can stay bounded as the system grows if the sites are not too densely packed. The row sum carries this summability in its definition, and the rate can then stay fixed.
